# The relative sign of two three-particle determinants sharing one orbital shows in the two-matrix

Take six orthonormal orbitals, numbered from 0, and the normalised three-particle Slater determinants [012] and [034], which have orbital 0 in common. The theorem says that the pure states ([012] + [034])/√2 and ([012] − [034])/√2 have different two-matrices, where the two-matrix is obtained by tracing out the third particle and has trace one. The proof supposes the two matrices equal and compares their elements between the pairs (1, 2) and (3, 4). Only orbital 0 contributes to the trace there, so the element is 1/12 for the plus sign and −1/12 for the minus sign. The attempt works out the determinants needed by `decide +kernel` and leaves it to `simp` to find the contradiction.

In Lean, a first try:

```lean
import Mathlib

open ComplexConjugate

namespace TwoMatrixNeOfSharedOrbital

noncomputable section

variable {ι : Type*} [Fintype ι] [DecidableEq ι]

/-- A three-particle wavefunction, given by its amplitudes on triples of orbitals. -/
abbrev Wave (ι : Type*) := ι → ι → ι → ℂ

/-- The amplitude of orbital `a` at index `i`: one if they coincide, zero otherwise. -/
def occ (a i : ι) : ℤ := if a = i then 1 else 0

/-- The three-by-three determinant of the orbitals `a`, `b`, `c` at the indices `i`, `j`, `k`. -/
def slaterDet (a b c i j k : ι) : ℤ :=
  occ a i * (occ b j * occ c k - occ b k * occ c j)
    - occ a j * (occ b i * occ c k - occ b k * occ c i)
    + occ a k * (occ b i * occ c j - occ b j * occ c i)

/-- The Slater determinant `[abc]`, with the prefactor `1/√6`. -/
def slater (a b c : ι) : Wave ι :=
  fun i j k => (slaterDet a b c i j k : ℂ) / (Real.sqrt 6 : ℂ)

/-- The two-matrix: the third particle is traced out of the pure state `ψ`. -/
def twoMatrix (ψ : Wave ι) : Matrix (ι × ι) (ι × ι) ℂ :=
  Matrix.of fun p q => ∑ m, ψ p.1 p.2 m * conj (ψ q.1 q.2 m)

/-- An example with one common orbital in which the sign is visible: `([123] + [145])/√2` and
`([123] - [145])/√2` have different two-matrices. With orbitals numbered from zero, the determinants
are `slater 0 1 2` and `slater 0 3 4`. -/
theorem twoMatrix_ne_of_shared_orbital :
    twoMatrix ((Real.sqrt 2 : ℂ)⁻¹ • (slater (0 : Fin 6) 1 2 + slater 0 3 4)) ≠
      twoMatrix ((Real.sqrt 2 : ℂ)⁻¹ • (slater (0 : Fin 6) 1 2 - slater 0 3 4)) := by
  intro h
  -- compare the element between the pairs (23) and (45)
  have h' := congrFun (congrFun h (1, 2)) (3, 4)
  have h1 : ∀ m : Fin 6, slaterDet 0 1 2 1 2 m = if m = 0 then 1 else 0 := by decide +kernel
  have h2 : ∀ m : Fin 6, slaterDet 0 1 2 3 4 m = 0 := by decide +kernel
  have h3 : ∀ m : Fin 6, slaterDet 0 3 4 1 2 m = 0 := by decide +kernel
  have h4 : ∀ m : Fin 6, slaterDet 0 3 4 3 4 m = if m = 0 then 1 else 0 := by decide +kernel
  simp only [twoMatrix, Matrix.of_apply, Pi.smul_apply, Pi.add_apply, Pi.sub_apply,
    smul_eq_mul, slater, h1, h2, h3, h4, Fin.sum_univ_six] at h'
  simp at h'

end

end TwoMatrixNeOfSharedOrbital
```

Compiling this gives:

```
Main.lean:36:83: error: unsolved goals
h : twoMatrix ((↑√2)⁻¹ • (slater 0 1 2 + slater 0 3 4)) = twoMatrix ((↑√2)⁻¹ • (slater 0 1 2 - slater 0 3 4))
h1 : ∀ (m : Fin 6), slaterDet 0 1 2 1 2 m = if m = 0 then 1 else 0
h2 : ∀ (m : Fin 6), slaterDet 0 1 2 3 4 m = 0
h3 : ∀ (m : Fin 6), slaterDet 0 3 4 1 2 m = 0
h4 : ∀ (m : Fin 6), slaterDet 0 3 4 3 4 m = if m = 0 then 1 else 0
h' : (↑√2)⁻¹ * (↑√6)⁻¹ * ((↑√2)⁻¹ * (↑√6)⁻¹) = -((↑√2)⁻¹ * (↑√6)⁻¹ * ((↑√2)⁻¹ * (↑√6)⁻¹))
⊢ False
```

Fix (accepted with no message):

```diff
@@ -36,5 +36,5 @@
       twoMatrix ((Real.sqrt 2 : ℂ)⁻¹ • (slater (0 : Fin 6) 1 2 - slater 0 3 4)) := by
   intro h
-  -- compare the element between the pairs (23) and (45)
+  -- compare the element between the pairs (23) and (45), numbered (1, 2) and (3, 4) here
   have h' := congrFun (congrFun h (1, 2)) (3, 4)
   have h1 : ∀ m : Fin 6, slaterDet 0 1 2 1 2 m = if m = 0 then 1 else 0 := by decide +kernel
@@ -45,4 +45,8 @@
     smul_eq_mul, slater, h1, h2, h3, h4, Fin.sum_univ_six] at h'
   simp at h'
+  have hx : (Real.sqrt 2 : ℂ)⁻¹ * (Real.sqrt 6 : ℂ)⁻¹ ≠ 0 :=
+    mul_ne_zero (inv_ne_zero (Complex.ofReal_ne_zero.mpr (by positivity)))
+      (inv_ne_zero (Complex.ofReal_ne_zero.mpr (by positivity)))
+  exact mul_ne_zero hx hx (by linear_combination h' / 2)
 
 end
```

Diagnosis. The one message, `unsolved goals`, says that the proof ended with `False` still to be shown. The calculation itself had gone through: with x for `(↑√2)⁻¹ * (↑√6)⁻¹`, the hypothesis `h'` had become x · x = −(x · x). This is impossible, since x is not zero, but the last `simp at h'` only simplified the equation to this form and did not turn it into `False`, and no step followed to do so.

The repair adds the missing argument. First `hx` states that x ≠ 0: `positivity` shows that the real roots are nonzero, `Complex.ofReal_ne_zero` carries this over to the complex numbers, and `inv_ne_zero` and `mul_ne_zero` pass it on to the inverses and their product. Then `mul_ne_zero hx hx` says that x · x ≠ 0, while `linear_combination h' / 2` derives x · x = 0 from `h'`. The two together give `False`.

The longer comment, which explains the numbering of the pairs, is mere tidying.
